# For orthonormal orbitals, the counting generating function of a Slater state is det(1 + (z − 1)G)

If I expand $\prod_{p\in A}(1+(z-1)n_p)$ term by term to find how many fermions sit in a set of modes $A$, I face $2^{|A|}$ correlation functions, about $10^{12}$ of them for a region of forty modes. For a Slater state $w$ built from $k$ orthonormal orbitals $f_i$, the expectation value is supposed to collapse to one $k\times k$ determinant, $\det(1+(z-1)G)$, where $G_{ij}=\sum_{p\in A}\overline{f_i(p)}f_j(p)$. I would like to see this derived from the algebra of creators and annihilators acting on the vacuum, with every sign accounted for, and checked by a proof assistant. Can that be done?

## Counting rescales the orbitals

Yes. Take finitely many modes $p$ with annihilators $a_p$ and creators $c_p$, where $c_p$ is adjoint to $a_p$ and

$$a_pc_q+c_qa_p=\delta_{pq},\qquad c_pc_q+c_qc_p=0,\qquad a_pa_q+a_qa_p=0.$$

Let $v$ be a unit vector with $a_pv=0$ for all $p$. For orbitals $f,g$ put

$$c(f)=\sum_p f(p)c_p,\qquad a(f)=\sum_p\overline{f(p)}\,a_p,\qquad \langle f,g\rangle=\sum_p\overline{f(p)}\,g(p).$$

Write $S(f_0,\dots,f_{k-1})=c(f_0)\cdots c(f_{k-1})v$, so that $w=S(f_0,\dots,f_{k-1})$. With $n_p=c_pa_p$, let $K=\prod_{p\in A}(1+(z-1)n_p)$.

The order of the factors in $K$ is irrelevant, because for $p\ne q$

$$c_pa_pc_qa_q=-c_pc_qa_pa_q=-c_qc_pa_qa_p=c_qa_qc_pa_p.$$

The operator $K$ does the counting. Each $n_p$ is self-adjoint, and $n_p^2=c_p(1-c_pa_p)a_p=n_p$ because $c_p^2=0$, so $n_p$ is a projection with eigenvalues $0$ (empty) and $1$ (occupied). The factor $1+(z-1)n_p$ multiplies by $1$ or $z$ accordingly, and $K$ multiplies a state with exactly $m$ particles in $A$ by $z^m$. In a unit vector, the expectation value of $K$ is therefore $\sum_m P(m)z^m$, where $P(m)$ is the probability of finding $m$ particles in $A$.

Now move $K$ past a creator. For $p\neq q$, two sign changes give $n_pc_q=c_qn_p$. For $p=q$, $c_q^2=0$ gives $n_qc_q=c_q(1-c_qa_q)=c_q$ and $c_qn_q=0$, hence

$$(1+(z-1)n_q)c_q=z\,c_q=z\,c_q(1+(z-1)n_q).$$

So $Kc_q=r_qc_qK$, with $r_q=z$ for $q\in A$ and $r_q=1$ otherwise. By linearity $Kc(g)=c(Rg)K$, where $(Rg)(p)=r_pg(p)$. Since $a_pv=0$, also $Kv=v$, and therefore

$$K\,S(g_0,\dots,g_{k-1})=S(Rg_0,\dots,Rg_{k-1}).$$

## From anticommutators to a determinant

Summing the first anticommutation relation against the amplitudes gives $a(f)c(g)=\langle f,g\rangle-c(g)a(f)$. Moving $a(f)$ to the right until it meets the vacuum yields

$$a(f)\,S(g_0,\dots,g_k)=\sum_{j=0}^{k}(-1)^j\langle f,g_j\rangle\,S(g_0,\dots,\widehat{g_j},\dots,g_k),$$

where the hat marks the omitted orbital.

The matrix element between two Slater states with equally many orbitals is then

$$\langle S(f),K\,S(g)\rangle=\det\big[\langle f_i,Rg_j\rangle\big].$$

For no orbitals, both sides are $1$. For $k+1$ orbitals, move $c(f_0)$ to the other side of the inner product as $a(f_0)$:

$$\langle S(f),K\,S(g)\rangle=\sum_{j=0}^{k}(-1)^j\langle f_0,Rg_j\rangle\,\langle S(f_1,\dots,f_k),\,S(Rg_0,\dots,\widehat{Rg_j},\dots,Rg_k)\rangle.$$

By induction each inner product on the right is the minor with row $0$ and column $j$ deleted, so the sum is the Laplace expansion along row $0$.

Finally set $g=f$. Since $r_p-1$ equals $z-1$ on $A$ and $0$ elsewhere,

$$\langle f_i,Rf_j\rangle=\langle f_i,f_j\rangle+(z-1)\sum_{p\in A}\overline{f_i(p)}f_j(p)=\delta_{ij}+(z-1)G_{ij}.$$

## Two particles in three modes

Take modes $0,1,2$, $A=\{0\}$, $f_0=(1,1,1)/\sqrt3$ and $f_1=(1,-1,0)/\sqrt2$. Then

$$G=\begin{pmatrix}1/3&1/\sqrt6\\1/\sqrt6&1/2\end{pmatrix},\qquad \det G=0,\qquad \det(1+(z-1)G)=1+\tfrac56(z-1)=\tfrac16+\tfrac56z.$$

Mode $0$ is therefore occupied with probability $5/6$. Directly, the mode pairs $\{0,1\},\{0,2\},\{1,2\}$ have probabilities $2/3,1/6,1/6$, and the first two add up to $5/6$.

## The Lean file

```lean
import Mathlib

open Matrix ComplexConjugate

namespace FullCountingStatistics

noncomputable section

variable {ι H : Type*} [Fintype ι] [DecidableEq ι]
  [NormedAddCommGroup H] [InnerProductSpace ℂ H]

/-- Annihilators `a` and creators `c` obey the canonical anticommutation relations, are mutually
adjoint, and `v` is a normalised vacuum. -/
structure IsFermiSystem (a c : ι → Module.End ℂ H) (v : H) : Prop where
  car : ∀ p q, a p * c q + c q * a p = if p = q then 1 else 0
  cc : ∀ p q, c p * c q + c q * c p = 0
  aa : ∀ p q, a p * a q + a q * a p = 0
  adj : ∀ p x y, inner ℂ (c p x) y = inner ℂ x (a p y)
  vac : ∀ p, a p v = 0
  unit : ‖v‖ = 1

/-- The creator of a particle in the orbital `f`. -/
def create (c : ι → Module.End ℂ H) (f : ι → ℂ) : Module.End ℂ H := ∑ p, f p • c p

/-- The annihilator of a particle in the orbital `f`. -/
def annih (a : ι → Module.End ℂ H) (f : ι → ℂ) : Module.End ℂ H := ∑ p, conj (f p) • a p

/-- The overlap of two orbitals. -/
def overlap (f g : ι → ℂ) : ℂ := ∑ p, conj (f p) * g p

/-- The Slater state `c(f_1) ... c(f_k) v`. -/
def slater (c : ι → Module.End ℂ H) (v : H) {k : ℕ} (f : Fin k → ι → ℂ) : H :=
  (List.ofFn fun i => create c (f i)).prod v

/-- The factor `1 + (z - 1) n_p` that counts mode `p`. -/
def countFactor (a c : ι → Module.End ℂ H) (z : ℂ) (p : ι) : Module.End ℂ H :=
  1 + (z - 1) • (c p * a p)

/-- The orbital `f` with its amplitudes on the modes of `A` multiplied by `z`. -/
def reweight (z : ℂ) (A : Finset ι) (f : ι → ℂ) : ι → ℂ :=
  fun p => (if p ∈ A then z else 1) * f p

/-- The overlap matrix of the orbitals restricted to the modes of `A`. -/
def restrictedOverlap (A : Finset ι) {k : ℕ} (f : Fin k → ι → ℂ) : Matrix (Fin k) (Fin k) ℂ :=
  Matrix.of fun i j => ∑ p ∈ A, conj (f i p) * f j p

variable {a c : ι → Module.End ℂ H} {v : H}

omit [Fintype ι] in
/-- The counting factors of two different modes commute. -/
theorem countFactor_commute (h : IsFermiSystem a c v) (z : ℂ) {p q : ι} (hpq : p ≠ q) :
    Commute (countFactor a c z p) (countFactor a c z q) := by
  have h1 : a p * c q = -(c q * a p) :=
    eq_neg_of_add_eq_zero_left (by simpa [hpq] using h.car p q)
  have h2 : c p * a q = -(a q * c p) :=
    eq_neg_of_add_eq_zero_right (by simpa [hpq.symm] using h.car q p)
  have h3 : c p * c q = -(c q * c p) := eq_neg_of_add_eq_zero_left (h.cc p q)
  have h4 : a p * a q = -(a q * a p) := eq_neg_of_add_eq_zero_left (h.aa p q)
  have hn : Commute (c p * a p) (c q * a q) := by
    change c p * a p * (c q * a q) = c q * a q * (c p * a p)
    calc c p * a p * (c q * a q) = c p * (a p * c q) * a q := by noncomm_ring
      _ = -((c p * c q) * (a p * a q)) := by rw [h1]; noncomm_ring
      _ = -(c q * (c p * a q) * a p) := by rw [h3, h4]; noncomm_ring
      _ = c q * a q * (c p * a p) := by rw [h2]; noncomm_ring
  exact (Commute.one_left _).add_left
    ((Commute.one_right _).add_right ((hn.smul_left _).smul_right _))

/-- The counting operator `∏_(p in A) (1 + (z - 1) n_p)`. -/
def countingOp (h : IsFermiSystem a c v) (z : ℂ) (A : Finset ι) : Module.End ℂ H :=
  A.noncommProd (countFactor a c z) fun _ _ _ _ hpq => countFactor_commute h z hpq

omit [Fintype ι] in
lemma countingOp_empty (h : IsFermiSystem a c v) (z : ℂ) : countingOp h z ∅ = 1 :=
  Finset.noncommProd_empty _ _

omit [Fintype ι] in
lemma countingOp_insert (h : IsFermiSystem a c v) (z : ℂ) {A : Finset ι} {p : ι} (hp : p ∉ A) :
    countingOp h z (insert p A) = countFactor a c z p * countingOp h z A :=
  Finset.noncommProd_insert_of_notMem _ _ _ _ hp

omit [Fintype ι] in
lemma countFactor_mul (h : IsFermiSystem a c v) (z : ℂ) (p q : ι) :
    countFactor a c z p * c q = (if q = p then z else 1) • (c q * countFactor a c z p) := by
  by_cases hq : q = p
  · subst hq
    have hcc : c q * c q = 0 := by
      have h2 := h.cc q q
      rw [← two_smul ℂ] at h2
      exact (smul_eq_zero.mp h2).resolve_left two_ne_zero
    have hac : a q * c q = 1 - c q * a q := eq_sub_of_add_eq (by simpa using h.car q q)
    have hl : c q * a q * c q = c q := by
      rw [mul_assoc, hac, mul_sub, mul_one, ← mul_assoc, hcc, zero_mul, sub_zero]
    have hr : c q * (c q * a q) = 0 := by rw [← mul_assoc, hcc, zero_mul]
    simp only [countFactor, if_true, add_mul, mul_add, one_mul, mul_one, smul_mul_assoc,
      mul_smul_comm, hl, hr]
    module
  · have hac : a p * c q = -(c q * a p) :=
      eq_neg_of_add_eq_zero_left (by simpa [Ne.symm hq] using h.car p q)
    have hc : c p * c q = -(c q * c p) := eq_neg_of_add_eq_zero_left (h.cc p q)
    have hl : c p * a p * c q = c q * (c p * a p) := by
      rw [mul_assoc, hac, mul_neg, ← mul_assoc, hc, neg_mul, neg_neg, mul_assoc]
    simp only [countFactor, if_neg hq, add_mul, mul_add, one_mul, mul_one, smul_mul_assoc,
      mul_smul_comm, hl, one_smul]

/-- Moving the counting operator past a creator reweights the created orbital. -/
theorem countingOp_mul_create (h : IsFermiSystem a c v) (z : ℂ) (A : Finset ι) (g : ι → ℂ) :
    countingOp h z A * create c g = create c (reweight z A g) * countingOp h z A := by
  have key : ∀ q, countingOp h z A * c q
      = (if q ∈ A then z else 1) • (c q * countingOp h z A) := by
    intro q
    induction A using Finset.induction_on with
    | empty => simp [countingOp_empty]
    | insert p A hp ih =>
      rw [countingOp_insert h z hp, mul_assoc, ih, mul_smul_comm, ← mul_assoc,
        countFactor_mul h, smul_mul_assoc, smul_smul, mul_assoc]
      congr 1
      by_cases hq : q = p
      · subst hq; simp [hp]
      · simp [hq]
  simp only [create, Finset.mul_sum, Finset.sum_mul]
  refine Finset.sum_congr rfl fun p _ => ?_
  rw [mul_smul_comm, key, smul_smul, smul_mul_assoc, reweight, mul_comm (g p)]

omit [DecidableEq ι] in
lemma slater_succ (c : ι → Module.End ℂ H) (v : H) {k : ℕ} (f : Fin (k + 1) → ι → ℂ) :
    slater c v f = create c (f 0) (slater c v fun i => f i.succ) := by
  simp [slater, List.ofFn_succ]

/-- The counting operator maps a Slater state to the Slater state of the reweighted orbitals. -/
theorem countingOp_slater (h : IsFermiSystem a c v) (z : ℂ) (A : Finset ι) {k : ℕ}
    (g : Fin k → ι → ℂ) :
    countingOp h z A (slater c v g) = slater c v fun i => reweight z A (g i) := by
  induction k with
  | zero =>
    have hv : countingOp h z A v = v := by
      induction A using Finset.induction_on with
      | empty => simp [countingOp_empty]
      | insert p A hp ih =>
        rw [countingOp_insert h z hp, Module.End.mul_apply, ih]
        simp [countFactor, h.vac]
    simpa [slater] using hv
  | succ k ih =>
    rw [slater_succ c v g, ← Module.End.mul_apply, countingOp_mul_create,
      Module.End.mul_apply, ih, slater_succ]

lemma annih_create (h : IsFermiSystem a c v) (f g : ι → ℂ) (x : H) :
    annih a f (create c g x) = overlap f g • x - create c g (annih a f x) := by
  have h1 : ∀ p q, (conj (f p) • a p) * (g q • c q) + (g q • c q) * (conj (f p) • a p)
      = if p = q then (conj (f p) * g q) • (1 : Module.End ℂ H) else 0 := by
    intro p q
    rw [smul_mul_smul_comm, smul_mul_smul_comm, mul_comm (g q), ← smul_add, h.car]
    split_ifs <;> simp
  have h2 : annih a f * create c g + create c g * annih a f
      = overlap f g • (1 : Module.End ℂ H) := by
    calc _ = ∑ p, ∑ q, ((conj (f p) • a p) * (g q • c q)
          + (g q • c q) * (conj (f p) • a p)) := by
          simp only [annih, create, Finset.sum_mul_sum, Finset.sum_add_distrib]
          congr 1
          exact Finset.sum_comm
      _ = _ := by
          simp only [h1, Finset.sum_ite_eq, Finset.mem_univ, if_true, overlap, Finset.sum_smul]
  exact eq_sub_of_add_eq (by simpa using LinearMap.congr_fun h2 x)

/-- Annihilating an orbital in a Slater state gives the alternating sum of the states with one
orbital removed, weighted by the overlaps. -/
theorem annih_slater (h : IsFermiSystem a c v) (f : ι → ℂ) {k : ℕ} (g : Fin (k + 1) → ι → ℂ) :
    annih a f (slater c v g) = ∑ j : Fin (k + 1),
      ((-1) ^ (j : ℕ) * overlap f (g j)) • slater c v fun i => g (j.succAbove i) := by
  induction k with
  | zero =>
    have h0 : annih a f v = 0 := by simp [annih, h.vac]
    rw [slater_succ c v g, annih_create h]
    simp [slater, h0]
  | succ k ih =>
    rw [Fin.sum_univ_succ, slater_succ c v g, annih_create h, ih, map_sum, sub_eq_add_neg,
      ← Finset.sum_neg_distrib]
    congr 1
    · simp
    · refine Finset.sum_congr rfl fun j _ => ?_
      have hs : slater c v (fun i => g (j.succ.succAbove i))
          = create c (g 0) (slater c v fun i => g (j.succAbove i).succ) := by
        rw [slater_succ]; simp
      rw [hs, map_smul, Fin.val_succ, pow_succ]
      module

/-- The matrix element of the counting operator between two Slater states of `k` orbitals each is
the determinant of the overlaps with reweighted orbitals. -/
theorem countingOp_matrix_element (h : IsFermiSystem a c v) (z : ℂ) (A : Finset ι) {k : ℕ}
    (f g : Fin k → ι → ℂ) :
    inner ℂ (slater c v f) (countingOp h z A (slater c v g))
      = (Matrix.of fun i j => overlap (f i) (reweight z A (g j))).det := by
  induction k with
  | zero =>
    rw [countingOp_slater]
    simp [slater, inner_self_eq_norm_sq_to_K, h.unit]
  | succ k ih =>
    have hadj : ∀ x y, inner ℂ (create c (f 0) x) y = inner ℂ x (annih a (f 0) y) := by
      intro x y
      simp [create, annih, h.adj, mul_comm]
    -- Laplace expansion along the row of the first orbital
    rw [countingOp_slater, slater_succ c v f, hadj, annih_slater h, inner_sum,
      Matrix.det_succ_row_zero]
    refine Finset.sum_congr rfl fun j _ => ?_
    rw [inner_smul_right, ← countingOp_slater h z A (fun i => g (j.succAbove i)), ih]
    rfl

/-- Full counting statistics of a Slater state of orthonormal orbitals: the expectation value of
`∏_(p in A) (1 + (z - 1) n_p)` is `det (1 + (z - 1) G)`, with `G` the overlap matrix on `A`. -/
theorem full_counting_statistics (h : IsFermiSystem a c v) (z : ℂ) (A : Finset ι) {k : ℕ}
    (f : Fin k → ι → ℂ) (hf : ∀ i j, overlap (f i) (f j) = if i = j then 1 else 0) :
    inner ℂ (slater c v f) (countingOp h z A (slater c v f))
      = (1 + (z - 1) • restrictedOverlap A f).det := by
  rw [countingOp_matrix_element]
  congr 1
  ext i j
  have hs : overlap (f i) (reweight z A (f j))
      = overlap (f i) (f j) + (z - 1) * ∑ p ∈ A, conj (f i p) * f j p := by
    have hA : ∑ p ∈ A, conj (f i p) * f j p
        = ∑ p, if p ∈ A then conj (f i p) * f j p else 0 := by
      simp [Finset.sum_ite_mem]
    rw [hA, overlap, overlap, Finset.mul_sum, ← Finset.sum_add_distrib]
    refine Finset.sum_congr rfl fun p _ => ?_
    by_cases hp : p ∈ A
    · simp only [reweight, if_pos hp]
      ring
    · simp only [reweight, if_neg hp]
      ring
  simp [hs, hf, restrictedOverlap, Matrix.one_apply]


/-- The operator on the four-dimensional Fock space of two modes given by a matrix. -/
def fockOp (M : Matrix (Fin 4) (Fin 4) ℂ) : Module.End ℂ (EuclideanSpace ℂ (Fin 4)) where
  toFun x := WithLp.toLp 2 (M *ᵥ x.ofLp)
  map_add' x y := by simp [Matrix.mulVec_add]
  map_smul' r x := by simp [Matrix.mulVec_smul]

/-- The Jordan-Wigner matrices of the two annihilators. -/
def jordanWigner : Fin 2 → Matrix (Fin 4) (Fin 4) ℂ :=
  ![!![0, 1, 0, 0; 0, 0, 0, 0; 0, 0, 0, 1; 0, 0, 0, 0],
    !![0, 0, 1, 0; 0, 0, 0, -1; 0, 0, 0, 0; 0, 0, 0, 0]]

/-- The two-mode Jordan-Wigner matrices, their transposes and the first basis vector form a
fermion system. -/
theorem isFermiSystem_witness :
    IsFermiSystem (fun p => fockOp (jordanWigner p)) (fun p => fockOp (jordanWigner p)ᵀ)
      (WithLp.toLp 2 ![1, 0, 0, 0]) := by
  refine ⟨fun p q => LinearMap.ext fun x => ?_, fun p q => LinearMap.ext fun x => ?_,
    fun p q => LinearMap.ext fun x => ?_, fun p x y => ?_, fun p => ?_, ?_⟩
  -- the three anticommutation relations, entry by entry
  iterate 3
    · ext i
      fin_cases p <;> fin_cases q <;> fin_cases i <;>
        simp [fockOp, jordanWigner, Matrix.mulVec, dotProduct, Fin.sum_univ_four,
          Matrix.mul_apply]
  · fin_cases p <;>
      simp [fockOp, jordanWigner, Matrix.mulVec, dotProduct, Fin.sum_univ_four,
        PiLp.inner_apply]
  · ext i
    fin_cases p <;> fin_cases i <;>
      simp [fockOp, jordanWigner, Matrix.mulVec, dotProduct, Fin.sum_univ_four]
  · simp [EuclideanSpace.norm_eq, Fin.sum_univ_four]

end

end FullCountingStatistics
```

```lean
#print axioms FullCountingStatistics.full_counting_statistics
-- 'FullCountingStatistics.full_counting_statistics' depends on axioms: [propext, Classical.choice, Quot.sound]
```

## What `full_counting_statistics` says

For any fermion system, any complex `z`, any finite set of modes `A` and any orthonormal family `f` of `k` orbitals, the expectation value of the counting operator in the Slater state equals `(1 + (z - 1) • restrictedOverlap A f).det`.

- `ι` is the finite set of modes, and `H` is any complex inner product space; it need not be the Fock space itself. Operators are linear maps defined on all of `H`.
- `IsFermiSystem a c v` collects the assumptions. The anticommutation relations encode antisymmetry and Pauli exclusion, and `vac` and `unit` describe a normalised state with no particles.
- `create`, `annih` and `overlap` are $c(f)$, $a(f)$ and $\langle f,g\rangle$. The inner product is conjugate-linear in its first argument.
- `slater` is the ordered product applied to $v$. Orbitals are indexed by `Fin k`, hence from $0$; the docstring's $f_1$ is `f 0`.
- `countingOp` is $K$. It takes the system `h` as an argument because a product over an unordered set needs the proof that its factors commute.
- `hf` is orthonormality. It also normalises the state: at $z=1$ the theorem reads $\langle w,w\rangle=1$.

The theorem concerns the particle number in $A$ for one pure Slater state. Charge transferred over time, thermal states and correlated states are not covered. `isFermiSystem_witness` supplies a concrete system, two Jordan–Wigner modes on $\mathbb C^4$.

## How the proof follows the algebra

`countFactor_commute` is the four-term reordering of $n_pn_q$. `countFactor_mul` treats $p=q$ and $p\ne q$ separately, and `countingOp_mul_create` extends it to all of $A$ by adding one mode at a time. `countingOp_slater` then inducts on the number of orbitals, with $Kv=v$ as its base case.

`annih_create` is the anticommutator of $a(f)$ and $c(g)$. In `annih_slater`, `Fin.sum_univ_succ` splits off the $j=0$ term; the remaining terms come from the induction hypothesis with one extra sign.

`countingOp_matrix_element` moves the first creator across the inner product (`hadj`), inserts the alternating sum and matches it with `Matrix.det_succ_row_zero`, the Laplace expansion along row $0$. The final theorem compares matrix entries: the sum over $A$ is rewritten as a sum over all modes, and `ring` settles the cases $p\in A$ and $p\notin A$.

## Computing the distribution from an orbital matrix

For a single determinant in a finite orthonormal basis, such as a Hartree–Fock state, the formula gives the distribution of the electron number in a fragment. The modes are then spin orbitals. Store the occupied spin orbitals as columns of a matrix $C$ and keep the rows in $A$, called $C_A$; then $G=C_A^\dagger C_A$. Find the eigenvalues $\lambda_i$ of this Hermitian matrix and multiply out

$$\prod_i(1-\lambda_i+\lambda_iz).$$

The coefficient of $z^m$ is the probability of finding $m$ particles in $A$. In a closed-shell restricted calculation, the doubly occupied spatial orbitals give this polynomial for one spin, and its square counts the electrons of both spins in the fragment. The factorised form follows from the determinant by diagonalising $G$, and the probability reading from the action of $K$ on states with $m$ particles in $A$; neither is a theorem of the file. Non-orthogonal atomic orbitals do not satisfy the anticommutation relations assumed here. Orthogonalising them first makes the formula applicable, and the meaning of $A$ then depends on how that is done.
